# In a two-level model, enantiomers have different ground levels exactly when spin-orbit and parity-violating couplings are both nonzero

A molecule is represented here by a finite matrix H + i(W + V), where H is real symmetric and W and V are real antisymmetric, so that the matrix is Hermitian. H is the spin-free part, iW the spin-orbit coupling, and iV the parity-violating weak interaction between electrons and nuclei. The mirror-image molecule has the same H and W, with V replaced by -V. These symmetry, sign and reality properties are the model's assumptions; spin is not treated explicitly, and nothing is derived from a relativistic Hamiltonian.

## Matrices and levels

```lean
import Mathlib

open Matrix

namespace ParityViolationSplitting

noncomputable section

variable {n : Type*}
```

The type `n` labels the basis states. Wherever a trace or a characteristic polynomial is taken, it is required to be finite.

```lean
/-- The Hamiltonian `H + i (W + V)` built from a spin-free part `H`, a spin-orbit part `W` and
a parity-violating part `V`, all given by real matrices. -/
def hamiltonian (H W V : Matrix n n ℝ) : Matrix n n ℂ :=
  H.map Complex.ofReal + Complex.I • (W + V).map Complex.ofReal
```

`Matrix n n ℝ` is the type of real square matrices, and `.map Complex.ofReal` regards their entries as complex numbers. The definition accepts any real matrices; the result is Hermitian when H is symmetric and W and V are antisymmetric.

```lean
/-- A real number `E` is an energy level of `M` if it is a root of the characteristic
polynomial of `M`. -/
def IsLevel [Fintype n] [DecidableEq n] (M : Matrix n n ℂ) (E : ℝ) : Prop :=
  M.charpoly.IsRoot (E : ℂ)
```

`IsLevel M E` says that the real number E is a root of the characteristic polynomial of M. It does not record multiplicity.

```lean
/-- Two states with energy separation parameter `D`, coupled by spin-orbit strength `w` and
parity-violating strength `v`. -/
def twoLevel (D w v : ℝ) : Matrix (Fin 2) (Fin 2) ℂ :=
  !![0, -(Complex.I * ((w : ℂ) + v)); Complex.I * ((w : ℂ) + v), (D : ℂ)]
```

This is the 2×2 matrix

[[0, -i(w + v)], [i(w + v), D]].

The real number D separates the two uncoupled states, w is the strength of the spin-orbit coupling between them, and v that of the parity-violating coupling; the matrix elements themselves are ∓iw and ∓iv. All three are free parameters of either sign.

```lean
/-- The energy `(D - √(D² + 4g²)) / 2` for separation parameter `D` and total coupling `g`. -/
def groundEnergy (D g : ℝ) : ℝ := (D - √(D ^ 2 + 4 * g ^ 2)) / 2
```

`groundEnergy D g` is a formula for now. That it gives the lowest level is proved below.

## Matrices of any finite size

```lean
/-- Without spin-orbit coupling, the Hamiltonians of two enantiomers share a characteristic
polynomial, for `H` real symmetric and `V` real antisymmetric. -/
theorem no_splitting_without_spinOrbit [Fintype n] [DecidableEq n] (H V : Matrix n n ℝ)
    (hH : Hᵀ = H) (hV : Vᵀ = -V) :
    (hamiltonian H 0 V).charpoly = (hamiltonian H 0 (-V)).charpoly := by
  -- the mirror image is the transposed Hamiltonian
  have h : hamiltonian H 0 (-V) = (hamiltonian H 0 V)ᵀ := by
    ext i j
    have h1 : H j i = H i j := congrFun (congrFun hH i) j
    have h2 : V j i = -V i j := congrFun (congrFun hV i) j
    simp [hamiltonian, h1, h2]
  rw [h, Matrix.charpoly_transpose]
```

The hypotheses `hH` and `hV` say that H is symmetric and V antisymmetric, and the `0` switches off W. By hand,

(H + iV)ᵀ = Hᵀ + iVᵀ = H - iV.

A matrix and its transpose have the same characteristic polynomial, so the enantiomers share all their levels, with multiplicities. In Lean, `ext i j` reduces the matrix identity `h` to one entry at a time, and `rw` then substitutes it and applies the transpose rule.

For calculations in such a finite matrix model, this gives a check: with spin-orbit coupling left out, any energy difference between enantiomers is an error.

```lean
/-- For `H` real symmetric and `V` real antisymmetric, the traces of the squared Hamiltonians of
two enantiomers differ by `-4 tr (W V)`, bilinear in spin-orbit coupling and parity violation. -/
theorem second_moment_splitting [Fintype n] (H W V : Matrix n n ℝ)
    (hH : Hᵀ = H) (hV : Vᵀ = -V) :
    (hamiltonian H W V * hamiltonian H W V).trace
      - (hamiltonian H W (-V) * hamiltonian H W (-V)).trace
      = ((-4 * (W * V).trace : ℝ) : ℂ) := by
  -- the terms containing H cancel entry by entry
  have key : (hamiltonian H W V * hamiltonian H W V).trace
      - (hamiltonian H W (-V) * hamiltonian H W (-V)).trace
      = ((∑ i, ∑ j, (-2 * (W i j * V j i) - 2 * (V i j * W j i)) : ℝ) : ℂ) := by
    simp only [Matrix.trace, Matrix.diag_apply, Matrix.mul_apply, ← Finset.sum_sub_distrib]
    rw [Complex.ofReal_sum]
    refine Finset.sum_congr rfl fun i _ => ?_
    rw [Complex.ofReal_sum]
    refine Finset.sum_congr rfl fun j _ => ?_
    have h1 : H j i = H i j := congrFun (congrFun hH i) j
    have h2 : V j i = -V i j := congrFun (congrFun hV i) j
    simp only [hamiltonian, Matrix.add_apply, Matrix.smul_apply, Matrix.map_apply,
      Matrix.neg_apply, smul_eq_mul]
    rw [h1, h2]
    push_cast
    linear_combination
      (2 * ((V i j : ℂ) * (W j i : ℂ) - (W i j : ℂ) * (V i j : ℂ))) * Complex.I_sq
  -- the two remaining sums are equal after exchanging the indices
  have hswap : ∑ i, ∑ j, V i j * W j i = ∑ i, ∑ j, W i j * V j i := by
    rw [Finset.sum_comm]
    exact Finset.sum_congr rfl fun i _ => Finset.sum_congr rfl fun j _ => mul_comm _ _
  rw [key]
  congr 1
  simp only [Matrix.trace, Matrix.diag_apply, Matrix.mul_apply, Finset.sum_sub_distrib,
    ← Finset.mul_sum]
  rw [hswap]
  ring
```

Write M₊ = H + i(W + V) and M₋ = H + i(W - V). Since tr(AB) = tr(BA),

tr(M₊²) = tr(H²) + 2i tr(H(W + V)) - tr((W + V)²),

tr(M₋²) = tr(H²) + 2i tr(H(W - V)) - tr((W - V)²).

Subtracting gives

tr(M₊²) - tr(M₋²) = 4i tr(HV) - 4 tr(WV).

The first term vanishes, because transposition gives tr(HV) = tr(VᵀHᵀ) = -tr(VH) = -tr(HV). What remains is -4 tr(WV), linear in each of the two couplings.

The trace of M² is the sum of the squared eigenvalues, each counted with its multiplicity, so a nonzero tr(WV) means that the spectra, multiplicities included, differ. If tr(WV) is zero, the theorem says that the second moments agree, which does not settle whether the spectra do. The theorem does not need W to be antisymmetric.

Lean works with entries. The step `key` cancels the H terms using H_ji = H_ij and V_ji = -V_ij, and `hswap` exchanges the summation indices, which is the cyclic property of the trace. The tactic `linear_combination` checks an algebraic identity from given equations, here i² = -1.

## The two-level system

```lean
/-- The two-level matrix is the general Hamiltonian with a diagonal spin-free part and
antisymmetric spin-orbit and parity-violating parts. -/
theorem twoLevel_eq_hamiltonian (D w v : ℝ) :
    twoLevel D w v = hamiltonian !![0, 0; 0, D] !![0, -w; w, 0] !![0, -v; v, 0] := by
  ext i j
  fin_cases i <;> fin_cases j <;> simp [twoLevel, hamiltonian]
  ring
```

The two-level matrix is a case of the general model, with H = diag(0, D) and with W and V equal to w and v times [[0, -1], [1, 0]]. Lean compares the four entries.

```lean
/-- The energy levels of the two-level system are the real solutions of
`E (E - D) = (w + v)²`. -/
theorem isLevel_twoLevel_iff (D w v E : ℝ) :
    IsLevel (twoLevel D w v) E ↔ E * (E - D) = (w + v) ^ 2 := by
  have ht : (twoLevel D w v).trace = (D : ℂ) := by
    simp [twoLevel, Matrix.trace_fin_two]
  have hd : (twoLevel D w v).det = -((w : ℂ) + v) ^ 2 := by
    rw [twoLevel, Matrix.det_fin_two_of]
    linear_combination ((w : ℂ) + v) ^ 2 * Complex.I_sq
  have he : (twoLevel D w v).charpoly.eval (E : ℂ)
      = ((E * (E - D) - (w + v) ^ 2 : ℝ) : ℂ) := by
    rw [Matrix.charpoly_fin_two, ht, hd]
    simp only [Polynomial.eval_add, Polynomial.eval_sub, Polynomial.eval_mul,
      Polynomial.eval_pow, Polynomial.eval_X, Polynomial.eval_C]
    push_cast
    ring
  rw [IsLevel, Polynomial.IsRoot.def, he, Complex.ofReal_eq_zero, sub_eq_zero]
```

The trace is D and the determinant is

0·D - (-i(w + v))(i(w + v)) = -(w + v)².

A 2×2 characteristic polynomial is E² - (trace)E + (determinant), so E is a level exactly when

E² - DE - (w + v)² = 0, that is, E(E - D) = (w + v)².

The steps `ht`, `hd` and `he` are the trace, the determinant and the evaluated polynomial.

```lean
/-- The lowest energy level of the two-level system is `(D - √(D² + 4(w + v)²)) / 2`. -/
theorem isLeast_groundEnergy (D w v : ℝ) :
    IsLeast {E | IsLevel (twoLevel D w v) E} (groundEnergy D (w + v)) := by
  constructor
  · have hs := Real.sq_sqrt (show 0 ≤ D ^ 2 + 4 * (w + v) ^ 2 by positivity)
    rw [Set.mem_ofPred_eq, isLevel_twoLevel_iff, groundEnergy]
    linear_combination hs / 4
  · intro E hE
    rw [Set.mem_ofPred_eq, isLevel_twoLevel_iff] at hE
    -- complete the square in the secular equation
    have hsq : (2 * E - D) ^ 2 ≤ D ^ 2 + 4 * (w + v) ^ 2 := by linarith
    have hb := (abs_le.1 (Real.abs_le_sqrt hsq)).1
    rw [groundEnergy]
    linarith
```

`IsLeast S E` says that E belongs to the set S and that no member of S lies below it. Put g = w + v and s = √(D² + 4g²). For E = (D - s)/2,

E(E - D) = (s² - D²)/4 = g²,

so E is a level. Conversely, completing the square for any level E gives

(2E - D)² = D² + 4g² = s².

Hence 2E - D ≥ -s, which means E ≥ (D - s)/2. The two bullets in the proof are these two halves, and `linarith` settles the linear inequalities.

## Size and sign of the splitting

```lean
/-- The difference of the ground energies of the two enantiomers, multiplied by the sum of their
two square roots, equals `8 w v`. -/
theorem splitting_formula (D w v : ℝ) :
    (groundEnergy D (w + -v) - groundEnergy D (w + v))
      * (√(D ^ 2 + 4 * (w + v) ^ 2) + √(D ^ 2 + 4 * (w + -v) ^ 2)) = 8 * (w * v) := by
  have h1 := Real.sq_sqrt (show 0 ≤ D ^ 2 + 4 * (w + v) ^ 2 by positivity)
  have h2 := Real.sq_sqrt (show 0 ≤ D ^ 2 + 4 * (w + -v) ^ 2 by positivity)
  rw [groundEnergy, groundEnergy]
  linear_combination h1 / 2 - h2 / 2
```

Let s₊ = √(D² + 4(w + v)²) and s₋ = √(D² + 4(w - v)²). The ground energy of the partner minus that of the original is (s₊ - s₋)/2, so

(s₊ - s₋)/2 · (s₊ + s₋) = (s₊² - s₋²)/2 = 2[(w + v)² - (w - v)²] = 8wv.

The product form also covers D = w = v = 0, where both roots vanish. Lean writes w - v as `w + -v` because the partner is obtained by inserting -v.

```lean
/-- The lowest levels `E₁` and `E₂` of the two enantiomers, with parity-violating strengths `v`
and `-v`, differ exactly when the product `w v` is nonzero. -/
theorem enantiomer_splitting_iff {D w v E₁ E₂ : ℝ}
    (h₁ : IsLeast {E | IsLevel (twoLevel D w v) E} E₁)
    (h₂ : IsLeast {E | IsLevel (twoLevel D w (-v)) E} E₂) :
    E₁ ≠ E₂ ↔ w * v ≠ 0 := by
  rw [h₁.unique (isLeast_groundEnergy D w v), h₂.unique (isLeast_groundEnergy D w (-v))]
  refine not_congr ⟨fun h => ?_, fun h => ?_⟩
  · have hf := splitting_formula D w v
    rw [h, sub_self, zero_mul] at hf
    linarith
  · -- if w v = 0, both enantiomers have the same squared coupling
    have hg : (w + v) ^ 2 = (w + -v) ^ 2 := by linear_combination 4 * h
    rw [groundEnergy, groundEnergy, hg]
```

The hypotheses `h₁` and `h₂` name E₁ and E₂ as the lowest levels of the two enantiomers. A set has at most one least element, so `unique` replaces both by the explicit formula.

If the two energies are equal, the left side of the splitting formula is zero, and therefore wv = 0. If wv = 0, then (w + v)² - (w - v)² = 4wv = 0, so the square roots agree and so do the energies. `not_congr` turns this equivalence of equalities into the stated one between inequalities. The result holds for every real D, including D = 0.

```lean
/-- The enantiomer with parity-violating strength `v` has the lower ground level exactly when
`w` and `v` have a positive product. -/
theorem lower_enantiomer_iff {D w v E₁ E₂ : ℝ}
    (h₁ : IsLeast {E | IsLevel (twoLevel D w v) E} E₁)
    (h₂ : IsLeast {E | IsLevel (twoLevel D w (-v)) E} E₂) :
    E₁ < E₂ ↔ 0 < w * v := by
  rw [h₁.unique (isLeast_groundEnergy D w v), h₂.unique (isLeast_groundEnergy D w (-v))]
  -- the lower level belongs to the larger square root
  have hs : √(D ^ 2 + 4 * (w + -v) ^ 2) < √(D ^ 2 + 4 * (w + v) ^ 2) ↔
      D ^ 2 + 4 * (w + -v) ^ 2 < D ^ 2 + 4 * (w + v) ^ 2 :=
    Real.sqrt_lt_sqrt_iff (by positivity)
  rw [groundEnergy, groundEnergy]
  constructor
  · intro h
    have h' := hs.1 (by linarith)
    nlinarith
  · intro h
    have h' := hs.2 (by nlinarith)
    linarith

end

end ParityViolationSplitting
```

The larger square root belongs to the lower energy, so

E₁ < E₂ ⇔ s₋ < s₊ ⇔ (w - v)² < (w + v)² ⇔ 0 < wv.

The step `hs` compares the roots through their arguments, and `nlinarith` handles the quadratic inequalities. When wv ≠ 0, reversing the sign of either coupling alone therefore exchanges which enantiomer is lower.

```lean
#print axioms ParityViolationSplitting.second_moment_splitting
#print axioms ParityViolationSplitting.twoLevel_eq_hamiltonian
#print axioms ParityViolationSplitting.enantiomer_splitting_iff
#print axioms ParityViolationSplitting.lower_enantiomer_iff
```

```
'ParityViolationSplitting.second_moment_splitting' depends on axioms: [propext, Classical.choice, Quot.sound]
'ParityViolationSplitting.twoLevel_eq_hamiltonian' depends on axioms: [propext, Classical.choice, Quot.sound]
'ParityViolationSplitting.enantiomer_splitting_iff' depends on axioms: [propext, Classical.choice, Quot.sound]
'ParityViolationSplitting.lower_enantiomer_iff' depends on axioms: [propext, Classical.choice, Quot.sound]
```
